# For t > 0, the triangular-lattice band with hopping −t fills [−6t, 3t], and no site signs reverse all three hoppings of a triangle

Take two sites joined by a hopping $-t$, with $t>0$. Changing the sign of one site's orbital turns the hopping into $+t$. Now take three sites, each joined to the other two. If the orbitals are multiplied by signs $s_0,s_1,s_2=\pm1$, the hopping between $i$ and $j$ becomes $s_i(-t)s_j$. Reversing all three requires

$$s_0s_1=s_1s_2=s_2s_0=-1.$$

The product of the three left-hand sides is $(s_0s_1s_2)^2=1$, while the product of the right-hand sides is $-1$. No choice of signs works.

On a lattice with zero on-site energies where site signs do reverse every hopping, the sign change turns the Hamiltonian $H$ into $-H$ without altering its spectrum, so the spectrum is symmetric about zero. The triangular lattice is built from triangles, so that argument is unavailable, and its band turns out to be asymmetric.

## Six neighbours and a plane wave

```lean
import Mathlib

open Complex (I)

namespace TriangularLatticeBand

noncomputable section
```

The file loads the mathematical library Mathlib, and `I` denotes the imaginary unit.

```lean
/-- The nearest-neighbour Hamiltonian of the triangular lattice, with hopping amplitude `-t`
to the six neighbours `±(1,0)`, `±(0,1)`, `±(1,1)` in lattice coordinates. -/
def hamiltonian (t : ℝ) (ψ : ℤ → ℤ → ℂ) (m n : ℤ) : ℂ :=
  -(t : ℂ) * (ψ (m + 1) n + ψ (m - 1) n + ψ m (n + 1) + ψ m (n - 1)
    + ψ (m + 1) (n + 1) + ψ (m - 1) (n - 1))
```

A `def` introduces an object. Here `ψ` assigns a complex amplitude to each site $(m,n)$ of an infinite lattice, and `hamiltonian t ψ m n` is $(H\psi)_{m,n}$: $-t$ times the sum over six neighbours. The primitive vectors are taken at 120°, so their sum also reaches a nearest neighbour. The model has one orthonormal orbital per site, zero on-site energy and no interactions.

```lean
/-- The plane wave with phase advances `a` and `b` along the two lattice directions. -/
def planeWave (a b : ℝ) (m n : ℤ) : ℂ :=
  Complex.exp (((a : ℂ) * m + (b : ℂ) * n) * I)
```

This is $\psi_{m,n}=e^{i(am+bn)}$, unnormalised. The real numbers $a$ and $b$ are the phases gained along the two primitive vectors; the fractional coordinates of the wavevector in the reciprocal basis are $a/2\pi$ and $b/2\pi$.

```lean
/-- The triangular-lattice band energy. -/
def band (t a b : ℝ) : ℝ :=
  -2 * t * (Real.cos a + Real.cos b + Real.cos (a + b))
```

The energy is $E(a,b)=-2t\,[\cos a+\cos b+\cos(a+b)]$. So far this is only a definition; its link to the Hamiltonian is proved below.

```lean
/-- Two opposite phase shifts of a wave add up to twice a cosine times the wave. -/
theorem opposite_shifts (x : ℝ) (z : ℂ) :
    Complex.exp (z + x * I) + Complex.exp (z - x * I)
      = 2 * (Real.cos x : ℂ) * Complex.exp z := by
  rw [sub_eq_add_neg, Complex.exp_add, Complex.exp_add, Complex.ofReal_cos, Complex.cos,
    neg_mul]
  ring
```

A `theorem` states a claim, and the text after `:=` proves it. For real $x$ and complex $z$,

$$e^{z+ix}+e^{z-ix}=e^z(e^{ix}+e^{-ix})=2\cos x\,e^z.$$

The `rw` step rewrites with the exponential law and the definition of the cosine; `ring` finishes the algebra.

```lean
/-- Every plane wave is an eigenfunction of the lattice Hamiltonian, with the band energy as
eigenvalue. -/
theorem hamiltonian_planeWave (t a b : ℝ) (m n : ℤ) :
    hamiltonian t (planeWave a b) m n = (band t a b : ℂ) * planeWave a b m n := by
  obtain ⟨z, hz⟩ : ∃ z : ℂ, z = ((a : ℂ) * m + (b : ℂ) * n) * I := ⟨_, rfl⟩
  -- the wave at the site and at its six neighbours
  have e0 : planeWave a b m n = Complex.exp z := by rw [hz, planeWave]
  have e1 : planeWave a b (m + 1) n = Complex.exp (z + a * I) := by
    rw [hz, planeWave]; congr 1; push_cast; ring
  have e2 : planeWave a b (m - 1) n = Complex.exp (z - a * I) := by
    rw [hz, planeWave]; congr 1; push_cast; ring
  have e3 : planeWave a b m (n + 1) = Complex.exp (z + b * I) := by
    rw [hz, planeWave]; congr 1; push_cast; ring
  have e4 : planeWave a b m (n - 1) = Complex.exp (z - b * I) := by
    rw [hz, planeWave]; congr 1; push_cast; ring
  have e5 : planeWave a b (m + 1) (n + 1) = Complex.exp (z + ((a + b : ℝ) : ℂ) * I) := by
    rw [hz, planeWave]; congr 1; push_cast; ring
  have e6 : planeWave a b (m - 1) (n - 1) = Complex.exp (z - ((a + b : ℝ) : ℂ) * I) := by
    rw [hz, planeWave]; congr 1; push_cast; ring
  have hb : (band t a b : ℂ)
      = -2 * (t : ℂ) * ((Real.cos a : ℂ) + (Real.cos b : ℂ) + (Real.cos (a + b) : ℂ)) := by
    unfold band; push_cast; ring
  rw [hamiltonian, e0, e1, e2, e3, e4, e5, e6, hb]
  linear_combination (-(t : ℂ)) *
    (opposite_shifts a z + opposite_shifts b z + opposite_shifts (a + b) z)
```

Set $z=i(am+bn)$. The six neighbouring amplitudes are $e^{z\pm ia}$, $e^{z\pm ib}$ and $e^{z\pm i(a+b)}$, which are `e1` to `e6`. Adding opposite pairs gives

$$(H\psi)_{m,n}=-t\,[2\cos a+2\cos b+2\cos(a+b)]\,e^z=E(a,b)\,\psi_{m,n}.$$

The final `linear_combination` adds the three pair identities, each multiplied by $-t$.

## The band edges

```lean
/-- The band energy is `3t` minus `t` times a sum of two squares. -/
theorem band_eq_sub_squares (t a b : ℝ) :
    band t a b = 3 * t - t * ((1 + Real.cos a + Real.cos b) ^ 2
      + (Real.sin a - Real.sin b) ^ 2) := by
  rw [band, Real.cos_add]
  linear_combination t * (Real.sin_sq_add_cos_sq a + Real.sin_sq_add_cos_sq b)
```

Expanding the squares and using $\sin^2+\cos^2=1$ twice gives

$$(1+\cos a+\cos b)^2+(\sin a-\sin b)^2$$
$$=3+2\cos a+2\cos b+2(\cos a\cos b-\sin a\sin b)$$
$$=3+2[\cos a+\cos b+\cos(a+b)].$$

Multiplying by $t$ and subtracting from $3t$ leaves $E(a,b)$. Lean uses the same addition formula and the same two Pythagorean identities.

```lean
/-- For non-negative `t` the band takes exactly the energies from `-6t` to `3t`. -/
theorem range_band (t : ℝ) (ht : 0 ≤ t) :
    Set.range (fun k : ℝ × ℝ => band t k.1 k.2) = Set.Icc (-6 * t) (3 * t) := by
  apply Set.Subset.antisymm
  · rintro _ ⟨⟨a, b⟩, rfl⟩
    constructor
    · have h : 0 ≤ 3 - (Real.cos a + Real.cos b + Real.cos (a + b)) := by
        linarith [Real.cos_le_one a, Real.cos_le_one b, Real.cos_le_one (a + b)]
      have h' := mul_nonneg ht h
      simp only [band]
      nlinarith [h']
    · have h := mul_nonneg ht (add_nonneg (sq_nonneg (1 + Real.cos a + Real.cos b))
        (sq_nonneg (Real.sin a - Real.sin b)))
      simp only [band_eq_sub_squares]
      linarith
  · -- follow the line a = b from the zone centre to a zone corner
    intro e he
    have hc : Continuous (fun x : ℝ => band t x x) := by
      unfold band
      fun_prop
    have h0 : band t 0 0 = -6 * t := by
      simp only [band, add_zero, Real.cos_zero]
      ring
    have h1 : band t (Real.pi - Real.pi / 3) (Real.pi - Real.pi / 3) = 3 * t := by
      rw [band_eq_sub_squares, Real.cos_pi_sub, Real.cos_pi_div_three]
      ring
    have hp : (0 : ℝ) ≤ Real.pi - Real.pi / 3 := by linarith [Real.pi_pos]
    have hmem : e ∈ Set.Icc (band t 0 0)
        (band t (Real.pi - Real.pi / 3) (Real.pi - Real.pi / 3)) := by
      rw [h0, h1]; exact he
    obtain ⟨x, -, hx⟩ := intermediate_value_Icc hp hc.continuousOn hmem
    exact ⟨(x, x), hx⟩
```

`Set.range` is the set of all energies as $(a,b)$ runs over all real pairs, and `Set.Icc` is a closed interval. The equality therefore says that no energy lies outside the interval and none inside is missed.

For the lower bound, each cosine is at most 1, so $E+6t=2t[3-\cos a-\cos b-\cos(a+b)]\ge0$. For the upper bound, the sum of squares is non-negative, so $E\le3t$.

To fill the interval, set $a=b=x$. Then $E(0,0)=-6t$. At $x=\pi-\pi/3=2\pi/3$ the cosine is $-1/2$, both squares vanish, and $E=3t$. Since $E(x,x)$ is continuous, the intermediate value theorem supplies every energy between. In Lean, `linarith` and `nlinarith` handle the inequalities, and `intermediate_value_Icc` provides the required $x$.

```lean
/-- For positive `t` the energy `3t` is reached exactly at the wavevectors where both cosines
equal `-1/2` and the two sines agree. -/
theorem band_eq_top_iff (t a b : ℝ) (ht : 0 < t) :
    band t a b = 3 * t ↔
      Real.cos a = -1 / 2 ∧ Real.cos b = -1 / 2 ∧ Real.sin a = Real.sin b := by
  rw [band_eq_sub_squares]
  constructor
  · intro h
    have hs : (1 + Real.cos a + Real.cos b) ^ 2 + (Real.sin a - Real.sin b) ^ 2 = 0 :=
      (mul_eq_zero.mp (by linarith)).resolve_left ht.ne'
    -- both squares vanish separately
    have h1 : 1 + Real.cos a + Real.cos b = 0 := by
      apply pow_eq_zero_iff (two_ne_zero) |>.mp
      linarith [sq_nonneg (1 + Real.cos a + Real.cos b), sq_nonneg (Real.sin a - Real.sin b)]
    have h2 : Real.sin a - Real.sin b = 0 := by
      apply pow_eq_zero_iff (two_ne_zero) |>.mp
      linarith [sq_nonneg (1 + Real.cos a + Real.cos b), sq_nonneg (Real.sin a - Real.sin b)]
    have h3 : Real.cos a - Real.cos b = 0 := by
      linear_combination (Real.cos a - Real.cos b) * h1 - Real.sin_sq_add_cos_sq a
        + Real.sin_sq_add_cos_sq b + (Real.sin a + Real.sin b) * h2
    exact ⟨by linarith, by linarith, by linarith⟩
  · rintro ⟨h1, h2, h3⟩
    rw [h1, h2, h3]
    ring
```

For $t>0$, $E=3t$ forces both squares to vanish:

$$\cos a+\cos b=-1,\qquad \sin a=\sin b.$$

Equal sines give $\cos^2a=\cos^2b$, hence $(\cos a-\cos b)(\cos a+\cos b)=0$. The second factor is $-1$, so the cosines are equal and each is $-1/2$. Conversely, these values make both squares zero. In the proof, `h1` and `h2` are the vanishing squares and `h3` is the equality of the cosines.

Modulo $2\pi$, the solutions are $a=b=2\pi/3$ and $a=b=-2\pi/3$, the two inequivalent zone corners. This matters when a band is sampled numerically. On the grid $a=2\pi p/N$, $b=2\pi q/N$ with integers $p,q$, the top $3t$ is hit only if $N$ is divisible by 3; for other $N$ the largest sampled energy lies below the true band edge.

## Signs around a closed ring

```lean
/-- On a closed ring of `n` bonds with nonzero hoppings, site signs that reverse every hopping
exist exactly when `n` is even. -/
theorem ring_sign_reversal_iff (n : ℕ) (T : ℕ → ℝ) (hT : ∀ i < n, T i ≠ 0) :
    (∃ s : ℕ → ℝ, (∀ i, s i = 1 ∨ s i = -1) ∧ s n = s 0 ∧
      ∀ i < n, s i * T i * s (i + 1) = -T i) ↔ Even n := by
  constructor
  · rintro ⟨s, hs, hn, h⟩
    -- the sign must alternate from site to site
    have alt : ∀ i, i ≤ n → s i = (-1) ^ i * s 0 := by
      intro i
      induction i with
      | zero => intro _; simp
      | succ i ih =>
        intro hi
        have hp : s i * s (i + 1) = -1 :=
          mul_right_cancel₀ (hT i (by omega)) (by linear_combination h i (by omega))
        have hstep : s (i + 1) = -s i := by
          rcases hs i with h1 | h1 <;> rw [h1] at hp ⊢ <;> linarith
        rw [hstep, ih (by omega), pow_succ]
        ring
    by_contra hodd
    have h1 := alt n le_rfl
    rw [(Nat.not_even_iff_odd.mp hodd).neg_one_pow, hn] at h1
    rcases hs 0 with h0 | h0 <;> rw [h0] at h1 <;> norm_num at h1
  · intro hn
    refine ⟨fun i => (-1) ^ i, fun i => neg_one_pow_eq_or ℝ i, ?_, ?_⟩
    · simp [hn.neg_one_pow]
    · intro i _
      rcases neg_one_pow_eq_or ℝ i with h | h <;> simp only [pow_succ, h] <;> ring
```

Here `T i` is the real hopping from site $i$ to site $i+1$, and `s n = s 0` closes the ring. Nonzero hoppings are assumed because a missing bond would place no condition on its two signs.

If every hopping is reversed, dividing $s_iT_is_{i+1}=-T_i$ by $T_i$ gives $s_is_{i+1}=-1$, so $s_{i+1}=-s_i$. By induction, $s_i=(-1)^is_0$; this is `alt`. Closure then requires $(-1)^n=1$, so $n$ is even. Conversely, for even $n$ the alternating signs $s_i=(-1)^i$ close consistently and reverse every bond.

```lean
/-- For `t > 0` the triangular-lattice band has range exactly `[-6t, 3t]`, and no assignment of
signs to the three vertices of a triangle turns all three hoppings `-t` into `t`. -/
theorem triangular_band_and_frustration (t : ℝ) (ht : 0 < t) :
    Set.range (fun k : ℝ × ℝ => band t k.1 k.2) = Set.Icc (-6 * t) (3 * t) ∧
    ¬ ∃ s : Fin 3 → ℤˣ, ∀ i j, i ≠ j →
      (((s i : ℤ) : ℝ)) * (-t) * (((s j : ℤ) : ℝ)) = t := by
  refine ⟨range_band t ht.le, ?_⟩
  rintro ⟨s, h⟩
  have bond : ∀ i j, i ≠ j → ((s i : ℤ) : ℝ) * ((s j : ℤ) : ℝ) = -1 := fun i j hij =>
    mul_right_cancel₀ ht.ne' (by linear_combination -(h i j hij))
  -- the product around the triangle is a square, yet it would equal -1
  have hsq : (((s 0 : ℤ) : ℝ) * ((s 1 : ℤ) : ℝ) * ((s 2 : ℤ) : ℝ)) ^ 2 = -1 := by
    calc _ = (((s 0 : ℤ) : ℝ) * ((s 1 : ℤ) : ℝ)) * (((s 1 : ℤ) : ℝ) * ((s 2 : ℤ) : ℝ))
          * (((s 2 : ℤ) : ℝ) * ((s 0 : ℤ) : ℝ)) := by ring
      _ = -1 := by
        rw [bond 0 1 (by decide), bond 1 2 (by decide), bond 2 0 (by decide)]
        norm_num
  linarith [sq_nonneg (((s 0 : ℤ) : ℝ) * ((s 1 : ℤ) : ℝ) * ((s 2 : ℤ) : ℝ))]

end

end TriangularLatticeBand
```

The symbol `∧` means "and", and `¬ ∃` means "there is no". `Fin 3` labels the vertices 0, 1, 2, and `ℤˣ` contains the invertible integers, which are exactly $1$ and $-1$. The nested type annotations turn these signs into real numbers.

The first half is `range_band`. The second is the opening argument: `bond` cancels $t$ to obtain $s_is_j=-1$, and `hsq` multiplies the three conditions into a real square equal to $-1$, which `linarith` rejects.

For non-interacting electrons in this one-orbital model, the sign of the hopping therefore has physical consequences: with hopping $-t$ the band bottom lies $6t$ below the on-site energy and the top only $3t$ above it, while with hopping $+t$ the two distances are exchanged.

```lean
#print axioms TriangularLatticeBand.hamiltonian_planeWave
#print axioms TriangularLatticeBand.band_eq_top_iff
#print axioms TriangularLatticeBand.ring_sign_reversal_iff
#print axioms TriangularLatticeBand.triangular_band_and_frustration
```

```
'TriangularLatticeBand.hamiltonian_planeWave' depends on axioms: [propext, Classical.choice, Quot.sound]
'TriangularLatticeBand.band_eq_top_iff' depends on axioms: [propext, Classical.choice, Quot.sound]
'TriangularLatticeBand.ring_sign_reversal_iff' depends on axioms: [propext, Classical.choice, Quot.sound]
'TriangularLatticeBand.triangular_band_and_frustration' depends on axioms: [propext, Classical.choice, Quot.sound]
```
